# On periodic one-dimensional densities, the fourth-order gradient energy determines two combinations of its three coefficients

Before comparing the fourth-order kinetic energy of two orbital-free codes, one checks that their gradient coefficients define the same functional. For a periodic density that varies along one axis, different coefficients can do so. Write the energy over a period L > 0, without its overall constant prefactor, as

E[n] = ∫₀ᴸ ( A n''²/n^(5/3) + B n'² n''/n^(8/3) + C n'⁴/n^(11/3) ) dx.

Here n is the electron density, primes on n are derivatives with respect to x, and A, B and C weight the squared curvature, the mixed term and the quartic slope term. E[n] vanishes for every positive, twice continuously differentiable, L-periodic n if and only if

A = 0 and 9C + 8B = 0.

Two coefficient sets therefore give the same energy for all such densities exactly when they share A and 9C + 8B.

## Comparing coefficients and dropping the mixed term

The gradient expansion for non-interacting electrons is commonly written with (A, B, C) = (1, −9/8, 1/3). On the densities above, (1, 0, −2/3) gives the same energy, so a code that computes the energy of such periodic densities can leave out the mixed term.

The agreement concerns the integral and not the integrand. The first integrand minus the second is

−(3/8) d/dx ( n'³/n^(8/3) ),

which is generally nonzero at a given point. A comparison should therefore use the energy of the full period. On a finite grid the two sums generally agree only up to discretisation error, because finite-difference derivatives need not obey the product and chain rules.

## One total derivative and one family of densities

Let I_A, I_B and I_C be the integrals over a period of the three terms without their coefficients. Differentiating the flux J = n'³/n^(8/3) gives

J' = 3 n'² n''/n^(8/3) − (8/3) n'⁴/n^(11/3).

Since n and n' are periodic, J(L) = J(0). Integration gives

0 = 3 I_B − (8/3) I_C, so I_B = (8/9) I_C,

and hence

E[n] = A I_A + (C + 8B/9) I_C.

If A = 0 and 9C + 8B = 0, both contributions vanish.

For the converse, suppose that E[n] = 0 for every admissible density. Take k = 2π/L, a > 1 and

n = u¹², u = a + cos(kx).

With s = sin(kx) and c = cos(kx), the derivatives are

n' = −12 k s u¹¹,

n'' = 12 k² u¹⁰ (11s² − uc).

Because u > 0, n^(5/3) = u²⁰ and n^(11/3) = u⁴⁴. All powers of u outside the bracket cancel:

n''²/n^(5/3) = 144 k⁴ (11s² − uc)²,

n'⁴/n^(11/3) = 20736 k⁴ s⁴.

Substituting u = a + c and expanding the square gives

(11s² − uc)² = (11s² − c²)² − 2a(11s² − c²)c + a²c².

Thus I_A = R + aQ + a²P and I_C = S, where P, Q, R and S do not depend on a, and

P = 144 k⁴ ∫₀ᴸ c² dx = 72 k⁴ L > 0,

S = 20736 k⁴ ∫₀ᴸ s⁴ dx = 7776 k⁴ L > 0.

Let E(a) be the energy of this density. It vanishes at a = 2, 3 and 4, so

0 = E(4) − 2E(3) + E(2) = 2AP.

Hence A = 0. What remains is (C + 8B/9)S = 0, which gives 9C + 8B = 0.

For two coefficient sets, E is linear in the coefficients, so the same criterion applied to their differences gives the comparison rule.

## The Lean file

```lean
import Mathlib

open Real

namespace FourthOrderGradient

noncomputable section

/-- An admissible density: twice continuously differentiable, `L`-periodic and positive. -/
structure IsDensity (L : ℝ) (n : ℝ → ℝ) : Prop where
  smooth : ContDiff ℝ 2 n
  periodic : Function.Periodic n L
  pos : ∀ x, 0 < n x

/-- The fourth-order gradient energy over one period with coefficients `A`, `B`, `C`,
for positive densities `n`. -/
def energy (A B C L : ℝ) (n : ℝ → ℝ) : ℝ :=
  ∫ x in (0 : ℝ)..L,
    (A * (deriv (deriv n) x ^ 2 / n x ^ (5 / 3 : ℝ))
      + B * (deriv n x ^ 2 * deriv (deriv n) x / n x ^ (8 / 3 : ℝ))
      + C * (deriv n x ^ 4 / n x ^ (11 / 3 : ℝ)))

/-- The family of trial densities `(a + cos (k x)) ^ 12`. -/
def trial (k a x : ℝ) : ℝ := (a + cos (k * x)) ^ 12

/-- The integral of a combination of three continuous functions is the combination of
their integrals. -/
theorem integral_comb (L a b c : ℝ) {f g h : ℝ → ℝ} (hf : Continuous f)
    (hg : Continuous g) (hh : Continuous h) :
    ∫ x in (0 : ℝ)..L, (a * f x + b * g x + c * h x) =
      a * (∫ x in (0 : ℝ)..L, f x) + b * (∫ x in (0 : ℝ)..L, g x)
        + c * ∫ x in (0 : ℝ)..L, h x := by
  have h1 : Continuous fun x => a * f x := by fun_prop
  have h2 : Continuous fun x => b * g x := by fun_prop
  have h3 : Continuous fun x => c * h x := by fun_prop
  have h12 : Continuous fun x => a * f x + b * g x := by fun_prop
  rw [intervalIntegral.integral_add (h12.intervalIntegrable 0 L)
      (h3.intervalIntegrable 0 L),
    intervalIntegral.integral_add (h1.intervalIntegrable 0 L) (h2.intervalIntegrable 0 L),
    intervalIntegral.integral_const_mul, intervalIntegral.integral_const_mul,
    intervalIntegral.integral_const_mul]

/-- A density and its slope are differentiable, and its second derivative is continuous. -/
theorem IsDensity.regular {L : ℝ} {n : ℝ → ℝ} (hn : IsDensity L n) :
    Differentiable ℝ n ∧ Differentiable ℝ (deriv n) ∧ Continuous (deriv (deriv n)) := by
  have h : ContDiff ℝ (1 + 1) n := by
    rw [one_add_one_eq_two]
    exact hn.smooth
  have h1 := (contDiff_succ_iff_deriv.1 h).2.2
  exact ⟨(contDiff_succ_iff_deriv.1 h).1, h1.differentiable (by norm_num),
    h1.continuous_deriv (by norm_num)⟩

/-- For a positive number, the powers 8/3 and 11/3 are the power 5/3 times the first and
second powers. -/
theorem rpow_split {y : ℝ} (hy : 0 < y) :
    y ^ (8 / 3 : ℝ) = y ^ (5 / 3 : ℝ) * y ∧
      y ^ (11 / 3 : ℝ) = y ^ (5 / 3 : ℝ) * y ^ 2 := by
  constructor
  · rw [← Real.rpow_add_one hy.ne']
    norm_num
  · rw [← Real.rpow_natCast y 2, ← Real.rpow_add hy]
    norm_num

/-- The derivative of the flux `n'³ / n^(8/3)` of a density combines the `B` and `C`
gradient terms. -/
theorem IsDensity.hasDerivAt_flux {L : ℝ} {n : ℝ → ℝ} (hn : IsDensity L n) (x : ℝ) :
    HasDerivAt (fun y => deriv n y ^ 3 / n y ^ (8 / 3 : ℝ))
      (3 * (deriv n x ^ 2 * deriv (deriv n) x / n x ^ (8 / 3 : ℝ))
        - 8 / 3 * (deriv n x ^ 4 / n x ^ (11 / 3 : ℝ))) x := by
  obtain ⟨d0, d1, _⟩ := hn.regular
  have hp := hn.pos x
  have hr : 0 < n x ^ (5 / 3 : ℝ) := Real.rpow_pos_of_pos hp _
  have h := ((d1 x).hasDerivAt.fun_pow 3).fun_div
    ((d0 x).hasDerivAt.rpow_const (p := 8 / 3) (Or.inl hp.ne'))
    (Real.rpow_pos_of_pos hp _).ne'
  refine h.congr_deriv ?_
  rw [show (8 / 3 : ℝ) - 1 = 5 / 3 by norm_num, (rpow_split hp).1, (rpow_split hp).2]
  simp only [Nat.cast_ofNat, Nat.reduceSub]
  generalize n x ^ (5 / 3 : ℝ) = r at hr ⊢
  field_simp

/-- For every density the energy depends on the coefficients only through `A` and
`C + 8B/9`. -/
theorem energy_eq {L : ℝ} {n : ℝ → ℝ} (hn : IsDensity L n) (A B C : ℝ) :
    energy A B C L n =
      A * (∫ x in (0 : ℝ)..L, deriv (deriv n) x ^ 2 / n x ^ (5 / 3 : ℝ))
        + (C + 8 / 9 * B) * ∫ x in (0 : ℝ)..L, deriv n x ^ 4 / n x ^ (11 / 3 : ℝ) := by
  obtain ⟨d0, d1, c2⟩ := hn.regular
  have hc (p : ℝ) : Continuous fun x => n x ^ p :=
    d0.continuous.rpow_const fun x => Or.inl (hn.pos x).ne'
  have hne (p x : ℝ) : n x ^ p ≠ 0 := (Real.rpow_pos_of_pos (hn.pos x) p).ne'
  have hf : Continuous fun x => deriv (deriv n) x ^ 2 / n x ^ (5 / 3 : ℝ) :=
    (c2.pow 2).div (hc (5 / 3)) (hne _)
  have hg : Continuous fun x => deriv n x ^ 2 * deriv (deriv n) x / n x ^ (8 / 3 : ℝ) :=
    ((d1.continuous.pow 2).mul c2).div (hc (8 / 3)) (hne _)
  have hh : Continuous fun x => deriv n x ^ 4 / n x ^ (11 / 3 : ℝ) :=
    (d1.continuous.pow 4).div (hc (11 / 3)) (hne _)
  -- the flux takes the same value at both ends of the period
  have hL : n L = n 0 := by simpa using hn.periodic 0
  have hd : deriv n L = deriv n 0 := by
    have h : deriv (fun x => n (x + L)) 0 = deriv n (0 + L) := by
      rw [deriv_comp_add_const]
    rw [show (fun x => n (x + L)) = n from funext hn.periodic, zero_add] at h
    exact h.symm
  have i1 : IntervalIntegrable (fun x => 3 *
      (deriv n x ^ 2 * deriv (deriv n) x / n x ^ (8 / 3 : ℝ))) MeasureTheory.volume 0 L :=
    (continuous_const.mul hg).intervalIntegrable 0 L
  have i2 : IntervalIntegrable (fun x => 8 / 3 *
      (deriv n x ^ 4 / n x ^ (11 / 3 : ℝ))) MeasureTheory.volume 0 L :=
    (continuous_const.mul hh).intervalIntegrable 0 L
  have h := intervalIntegral.integral_eq_sub_of_hasDerivAt
    (fun x _ => hn.hasDerivAt_flux x) (i1.sub i2)
  rw [intervalIntegral.integral_sub i1 i2, intervalIntegral.integral_const_mul,
    intervalIntegral.integral_const_mul] at h
  simp only [hL, hd, sub_self] at h
  unfold energy
  rw [integral_comb L A B C hf hg hh]
  linear_combination B / 3 * h

/-- For `L > 0` and `a > 1` the trial function with wave number `2π/L` is an admissible
density. -/
theorem trial_isDensity {L a : ℝ} (hL : 0 < L) (ha : 1 < a) :
    IsDensity L (trial (2 * π / L) a) := by
  refine ⟨?_, fun x => ?_, fun x => ?_⟩
  · unfold trial
    fun_prop
  · unfold trial
    rw [show 2 * π / L * (x + L) = 2 * π / L * x + 2 * π * (L / L) by ring,
      div_self hL.ne', mul_one, Real.cos_add_two_pi]
  · have := Real.neg_one_le_cos (2 * π / L * x)
    exact pow_pos (by linarith) 12

/-- For `a > 1` all fractional powers cancel in the two independent gradient terms of a
trial density. -/
theorem trial_terms (k x : ℝ) {a : ℝ} (ha : 1 < a) :
    deriv (deriv (trial k a)) x ^ 2 / trial k a x ^ (5 / 3 : ℝ) =
        144 * k ^ 4 * (11 * sin (k * x) ^ 2 - (a + cos (k * x)) * cos (k * x)) ^ 2 ∧
      deriv (trial k a) x ^ 4 / trial k a x ^ (11 / 3 : ℝ) =
        20736 * k ^ 4 * sin (k * x) ^ 4 := by
  have hc (y : ℝ) : HasDerivAt (fun x => cos (k * x)) (-sin (k * y) * k) y :=
    (((hasDerivAt_id' y).const_mul k).cos).congr_deriv (by ring)
  have hs (y : ℝ) : HasDerivAt (fun x => sin (k * x)) (cos (k * y) * k) y :=
    (((hasDerivAt_id' y).const_mul k).sin).congr_deriv (by ring)
  have d1 : deriv (trial k a) =
      fun y => -12 * k * sin (k * y) * (a + cos (k * y)) ^ 11 := by
    funext y
    refine HasDerivAt.deriv (((hc y).const_add a |>.fun_pow 12).congr_deriv ?_)
    simp only [Nat.cast_ofNat, Nat.reduceSub]
    ring
  have d2 : deriv (deriv (trial k a)) x = 12 * k ^ 2 * (a + cos (k * x)) ^ 10 *
      (11 * sin (k * x) ^ 2 - (a + cos (k * x)) * cos (k * x)) := by
    rw [d1]
    refine HasDerivAt.deriv ((((hs x).const_mul (-12 * k)).fun_mul
      ((hc x).const_add a |>.fun_pow 11)).congr_deriv ?_)
    simp only [Nat.cast_ofNat, Nat.reduceSub]
    ring
  have hu : 0 < a + cos (k * x) := by linarith [Real.neg_one_le_cos (k * x)]
  have d1x : deriv (trial k a) x = -12 * k * sin (k * x) * (a + cos (k * x)) ^ 11 :=
    congrFun d1 x
  rw [d2, d1x, show trial k a x = (a + cos (k * x)) ^ 12 from rfl]
  generalize a + cos (k * x) = u at hu ⊢
  have p1 : (u ^ 12) ^ (5 / 3 : ℝ) = u ^ 20 := by
    rw [← Real.rpow_natCast u 12, ← Real.rpow_mul hu.le, ← Real.rpow_natCast u 20]
    norm_num
  have p2 : (u ^ 12) ^ (11 / 3 : ℝ) = u ^ 44 := by
    rw [← Real.rpow_natCast u 12, ← Real.rpow_mul hu.le, ← Real.rpow_natCast u 44]
    norm_num
  constructor
  · rw [p1, div_eq_iff (pow_pos hu _).ne']
    ring
  · rw [p2, div_eq_iff (pow_pos hu _).ne']
    ring

/-- For `L > 0` the energy of the trial densities with wave number `2π/L` and `a > 1` is `A` times a
quadratic polynomial in `a`, with leading coefficient `P > 0`, plus `C + 8B/9` times a constant
`S > 0`. -/
theorem trial_energy {L : ℝ} (hL : 0 < L) :
    ∃ P Q R S : ℝ, 0 < P ∧ 0 < S ∧ ∀ A B C a : ℝ, 1 < a →
      energy A B C L (trial (2 * π / L) a) =
        A * (R + a * Q + a ^ 2 * P) + (C + 8 / 9 * B) * S := by
  have hk : 0 < 2 * π / L := by positivity
  have hq : 2 * π / L * (L / 4) = π / 2 := by
    rw [show 2 * π / L * (L / 4) = π / 2 * (L / L) by ring, div_self hL.ne', mul_one]
  have hd (a : ℝ) (ha : 1 < a) := trial_isDensity hL ha
  generalize 2 * π / L = k at hk hq hd ⊢
  have cP : Continuous fun x => 144 * k ^ 4 * cos (k * x) ^ 2 := by fun_prop
  have cQ : Continuous fun x => -288 * k ^ 4 *
      ((11 * sin (k * x) ^ 2 - cos (k * x) ^ 2) * cos (k * x)) := by fun_prop
  have cR : Continuous fun x => 144 * k ^ 4 *
      (11 * sin (k * x) ^ 2 - cos (k * x) ^ 2) ^ 2 := by fun_prop
  have cS : Continuous fun x => 20736 * k ^ 4 * sin (k * x) ^ 4 := by fun_prop
  refine ⟨_,
    ∫ x in (0 : ℝ)..L, -288 * k ^ 4 *
      ((11 * sin (k * x) ^ 2 - cos (k * x) ^ 2) * cos (k * x)),
    ∫ x in (0 : ℝ)..L, 144 * k ^ 4 * (11 * sin (k * x) ^ 2 - cos (k * x) ^ 2) ^ 2, _,
    intervalIntegral.integral_pos hL cP.continuousOn (fun x _ => by positivity)
      ⟨0, ⟨le_rfl, hL.le⟩, by simp only [mul_zero, Real.cos_zero]; positivity⟩,
    intervalIntegral.integral_pos hL cS.continuousOn (fun x _ => by positivity)
      ⟨L / 4, ⟨by linarith, by linarith⟩, by
        simp only [hq, Real.sin_pi_div_two]; positivity⟩,
    fun A B C a ha => ?_⟩
  · -- expand the square in powers of `a`
    have t (x : ℝ) : deriv (deriv (trial k a)) x ^ 2 / trial k a x ^ (5 / 3 : ℝ) =
        1 * (144 * k ^ 4 * (11 * sin (k * x) ^ 2 - cos (k * x) ^ 2) ^ 2)
          + a * (-288 * k ^ 4 *
            ((11 * sin (k * x) ^ 2 - cos (k * x) ^ 2) * cos (k * x)))
          + a ^ 2 * (144 * k ^ 4 * cos (k * x) ^ 2) := by
      rw [(trial_terms k x ha).1]
      ring
    rw [energy_eq (hd a ha)]
    simp only [t, fun x => (trial_terms k x ha).2]
    rw [integral_comb L 1 a (a ^ 2) cR cQ cP, one_mul]

/-- For `L > 0`, the fourth-order gradient energy vanishes for every positive, twice
continuously differentiable, `L`-periodic density iff `A = 0` and `9C + 8B = 0`. -/
theorem energy_vanishes_iff {L : ℝ} (hL : 0 < L) (A B C : ℝ) :
    (∀ n, IsDensity L n → energy A B C L n = 0) ↔ A = 0 ∧ 9 * C + 8 * B = 0 := by
  constructor
  · intro h
    obtain ⟨P, Q, R, S, hP, hS, key⟩ := trial_energy hL
    have e (a : ℝ) (ha : 1 < a) :=
      (key A B C a ha).symm.trans (h _ (trial_isDensity hL ha))
    have e2 := e 2 (by norm_num)
    have e3 := e 3 (by norm_num)
    have e4 := e 4 (by norm_num)
    -- the second difference in `a` isolates the coefficient `A`
    have hAP : A * P = 0 := by linear_combination (e4 - 2 * e3 + e2) / 2
    have hA : A = 0 := (mul_eq_zero.1 hAP).resolve_right hP.ne'
    rw [hA, zero_mul, zero_add] at e2
    have hD := (mul_eq_zero.1 e2).resolve_right hS.ne'
    exact ⟨hA, by linarith⟩
  · rintro ⟨hA, hD⟩ n hn
    rw [energy_eq hn, hA, show C + 8 / 9 * B = 0 by linarith]
    ring

/-- For `L > 0`, two sets of coefficients give every admissible density the same energy
iff they share `A` and `9C + 8B`. -/
theorem same_energy_iff {L : ℝ} (hL : 0 < L) (A B C A' B' C' : ℝ) :
    (∀ n, IsDensity L n → energy A B C L n = energy A' B' C' L n) ↔
      A = A' ∧ 9 * C + 8 * B = 9 * C' + 8 * B' := by
  have hsub (n : ℝ → ℝ) (hn : IsDensity L n) :
      energy (A - A') (B - B') (C - C') L n =
        energy A B C L n - energy A' B' C' L n := by
    rw [energy_eq hn, energy_eq hn, energy_eq hn]
    ring
  have h := energy_vanishes_iff hL (A - A') (B - B') (C - C')
  constructor
  · intro H
    obtain ⟨h1, h2⟩ := h.1 fun n hn => by rw [hsub n hn, H n hn, sub_self]
    exact ⟨by linarith, by linarith⟩
  · rintro ⟨h1, h2⟩ n hn
    have h0 := h.2 ⟨by linarith, by linarith⟩ n hn
    rw [hsub n hn] at h0
    linarith

/-- The coefficients `(1, -9/8, 1/3)` and `(1, 0, -2/3)` give the same energy for every
admissible density. -/
theorem energy_without_mixed_term {L : ℝ} {n : ℝ → ℝ} (hn : IsDensity L n) :
    energy 1 (-9 / 8) (1 / 3) L n = energy 1 0 (-2 / 3) L n := by
  rw [energy_eq hn, energy_eq hn]
  ring

end

end FourthOrderGradient
```

```lean
#print axioms FourthOrderGradient.energy_vanishes_iff
#print axioms FourthOrderGradient.same_energy_iff
#print axioms FourthOrderGradient.energy_without_mixed_term
```

```
'FourthOrderGradient.energy_vanishes_iff' depends on axioms: [propext, Classical.choice, Quot.sound]
'FourthOrderGradient.same_energy_iff' depends on axioms: [propext, Classical.choice, Quot.sound]
'FourthOrderGradient.energy_without_mixed_term' depends on axioms: [propext, Classical.choice, Quot.sound]
```

## Densities, energies and theorems in Lean

`IsDensity L n` says that the real function `n` is twice continuously differentiable, has period `L` and is positive everywhere. `energy A B C L n` is the integral from 0 to `L`, with `deriv n` for n', `deriv (deriv n)` for n'' and real exponents for the fractional powers.

`energy_vanishes_iff` is the vanishing criterion for `L > 0`. `same_energy_iff` compares two coefficient sets; there `A'`, `B'` and `C'` name the second set and are not derivatives. `energy_without_mixed_term` states the equality of the two example energies.

## The flux and the trial densities in the proof

`IsDensity.regular` supplies the differentiability and continuity used later, and `rpow_split` relates the three fractional powers. With these, `IsDensity.hasDerivAt_flux` computes J'. `energy_eq` integrates it with the fundamental theorem of calculus, uses periodicity to cancel the endpoint values, and splits the energy with `integral_comb`. Its last `linear_combination` step eliminates I_B.

`trial_isDensity` checks that the twelfth-power functions are admissible, and `trial_terms` carries out the cancellation of powers. `trial_energy` collects the powers of `a`. It obtains P > 0 and S > 0 without evaluating the integrals: each integrand is nonnegative and continuous, and is positive at x = 0 for P and at x = L/4 for S.

In `energy_vanishes_iff`, the values `a = 2, 3, 4` enter as `e2`, `e3` and `e4`, and their second difference gives `A * P = 0`. `same_energy_iff` applies this theorem to the coefficient differences.

## From one axis to a three-dimensional density

The theorems guarantee that, for these one-dimensional densities, no further change of coefficients leaves all energies unchanged. They do not say that a particular set is accurate for electrons, and a single density can give equal energies for sets that differ in A or 9C + 8B.

The exponents are those of the three-dimensional electron gas, so E[n] describes, per unit cross-section and up to the prefactor, a density that varies along one axis only. The step left open is the passage to a density that varies in all three directions. There the divergence of |∇n|²∇n/n^(8/3) also contains the second-derivative matrix of n between two gradients, so the one-dimensional exchange of B for C should not be carried over on the strength of this result.

Positivity excludes densities that reach zero, and periodicity excludes isolated systems in infinite space. The electron number is not fixed, and the trial densities are not normalised. Fixing it would not alter the criterion, by a scaling argument that is separate from the Lean proof: multiplying n by λ > 0 multiplies all three terms by λ^(1/3), so each trial density can be rescaled to the required number without changing whether its energy vanishes.
